# Each negative s-wave logarithmic derivative of an empty sphere occurs at exactly one energy between zero and the first boundary node

Inside a sphere of radius \(S\) with no potential, take the s wave \(R(r)=\sin(kr)/r\) with \(kS=\pi/2\): the sine is at its crest on the boundary, so only the factor \(1/r\) contributes a slope there, and \(S\,R'(S)/R(S)=-1\). A larger \(k\) moves the crest inward and makes this number more negative, a smaller \(k\) brings it closer to zero, and the Lean file below proves that for \(0<kS<\pi\) every negative value is met exactly once.

```lean
import Mathlib

open Filter Set
open scoped Real Topology

namespace EmptySphereSWave

noncomputable section

/-- The reduced s wave `u(r) = sin(√E r)` at energy `E`, in units with `ħ²/2m = 1`. -/
def reducedWave (E r : ℝ) : ℝ := Real.sin (√E * r)

/-- The radial s wave `R(r) = u(r) / r`. -/
def radialWave (E r : ℝ) : ℝ := reducedWave E r / r

/-- The boundary logarithmic derivative `S R'(S) / R(S)` on a sphere of radius `S`. -/
def boundaryLogDeriv (S E : ℝ) : ℝ :=
  S * deriv (radialWave E) S / radialWave E S

/-- The dimensionless function `D(x) = x cot x - 1`. -/
def D (x : ℝ) : ℝ := x * Real.cos x / Real.sin x - 1

/-- The reduced wave vanishes at the origin, has slope `√E cos(√E r)`, and solves the free
radial equation `u'' = -E u`. -/
theorem reducedWave_radial_equation {E : ℝ} (hE : 0 ≤ E) (r : ℝ) :
    reducedWave E 0 = 0 ∧
    HasDerivAt (reducedWave E) (√E * Real.cos (√E * r)) r ∧
    HasDerivAt (fun t => √E * Real.cos (√E * t)) (-E * reducedWave E r) r := by
  have h : HasDerivAt (fun t : ℝ => √E * t) (√E * 1) r :=
    (hasDerivAt_id' r).const_mul (√E)
  refine ⟨by simp [reducedWave], ?_, ?_⟩
  · exact h.sin.congr_deriv (by ring)
  · refine (h.cos.const_mul (√E)).congr_deriv ?_
    unfold reducedWave
    linear_combination (-Real.sin (√E * r)) * Real.mul_self_sqrt hE

/-- For `0 < E < (π/S)²` the phase `√E S` lies between `0` and `π`, and the boundary
logarithmic derivative equals `D(√E S)`. -/
theorem boundaryLogDeriv_eq {S E : ℝ} (hS : 0 < S) (hE : E ∈ Ioo 0 ((π / S) ^ 2)) :
    √E * S ∈ Ioo 0 π ∧ boundaryLogDeriv S E = D (√E * S) := by
  have hx : √E * S ∈ Ioo 0 π := by
    refine ⟨mul_pos (Real.sqrt_pos.mpr hE.1) hS, ?_⟩
    have h := (Real.sqrt_lt' (div_pos Real.pi_pos hS)).mpr hE.2
    exact (lt_div_iff₀ hS).mp h
  refine ⟨hx, ?_⟩
  have hs : Real.sin (√E * S) ≠ 0 := (Real.sin_pos_of_pos_of_lt_pi hx.1 hx.2).ne'
  have hS0 : S ≠ 0 := hS.ne'
  -- quotient rule for R = u / r
  have hd : HasDerivAt (radialWave E)
      ((√E * Real.cos (√E * S) * S - reducedWave E S * 1) / S ^ 2) S :=
    (reducedWave_radial_equation hE.1.le S).2.1.fun_div (hasDerivAt_id' S) hS0
  unfold boundaryLogDeriv
  rw [hd.deriv]
  unfold radialWave reducedWave D
  generalize Real.sin (√E * S) = s at hs ⊢
  generalize Real.cos (√E * S) = c
  field_simp

/-- On `(0, π)` the slope of `D` is `(sin x cos x - x) / sin² x`. -/
theorem hasDerivAt_D {x : ℝ} (hx : x ∈ Ioo 0 π) :
    HasDerivAt D ((Real.sin x * Real.cos x - x) / Real.sin x ^ 2) x := by
  have hs : Real.sin x ≠ 0 := (Real.sin_pos_of_pos_of_lt_pi hx.1 hx.2).ne'
  have h := (((hasDerivAt_id' x).fun_mul (Real.hasDerivAt_cos x)).fun_div
    (Real.hasDerivAt_sin x) hs).sub_const 1
  refine HasDerivAt.congr_deriv h ?_
  congr 1
  linear_combination (-x) * Real.sin_sq_add_cos_sq x

/-- `D` is strictly decreasing on `(0, π)`. -/
theorem D_strictAntiOn : StrictAntiOn D (Ioo 0 π) := by
  apply strictAntiOn_of_deriv_neg (convex_Ioo 0 π)
  · exact fun x hx => (hasDerivAt_D hx).continuousAt.continuousWithinAt
  · intro x hx
    rw [interior_Ioo] at hx
    rw [(hasDerivAt_D hx).deriv]
    have hs := Real.sin_pos_of_pos_of_lt_pi hx.1 hx.2
    -- sin x cos x ≤ sin x < x
    have h1 : Real.sin x * Real.cos x ≤ Real.sin x :=
      mul_le_of_le_one_right hs.le (Real.cos_le_one x)
    have h2 := Real.sin_lt hx.1
    exact div_neg_of_neg_of_pos (by linarith) (by positivity)

/-- `D(x)` tends to `0` as `x` tends to `0` from above. -/
theorem D_tendsto_zero : Tendsto D (𝓝[>] 0) (𝓝 0) := by
  have h : Tendsto (fun t : ℝ => t⁻¹ * Real.sin t) (𝓝[≠] 0) (𝓝 1) := by
    simpa using (Real.hasDerivAt_sin 0).tendsto_slope_zero
  have h' : Tendsto (fun t : ℝ => t⁻¹ * Real.sin t) (𝓝[>] 0) (𝓝 1) :=
    h.mono_left (nhdsWithin_mono 0 (fun t ht => ne_of_gt ht))
  have hc : Tendsto Real.cos (𝓝[>] 0) (𝓝 1) := by
    have h0 := Real.continuous_cos.tendsto 0
    rw [Real.cos_zero] at h0
    exact h0.mono_left nhdsWithin_le_nhds
  have hq := (hc.div h' one_ne_zero).sub_const 1
  rw [div_one, sub_self] at hq
  refine hq.congr (fun t => ?_)
  simp only [D, Pi.div_apply, div_eq_mul_inv, mul_inv, inv_inv]
  ring

/-- `D(x)` tends to minus infinity as `x` tends to `π` from below. -/
theorem D_tendsto_atBot : Tendsto D (𝓝[<] π) atBot := by
  have hs : Tendsto Real.sin (𝓝[<] π) (𝓝[>] 0) := by
    refine tendsto_nhdsWithin_iff.mpr ⟨?_, ?_⟩
    · have h0 := Real.continuous_sin.tendsto π
      rw [Real.sin_pi] at h0
      exact h0.mono_left nhdsWithin_le_nhds
    · filter_upwards [Ioo_mem_nhdsLT Real.pi_pos] with x hx
      exact Real.sin_pos_of_pos_of_lt_pi hx.1 hx.2
  have hn : Tendsto (fun x : ℝ => x * Real.cos x) (𝓝[<] π) (𝓝 (-π)) := by
    have hcont : Continuous (fun x : ℝ => x * Real.cos x) := by fun_prop
    have h0 := hcont.tendsto π
    have h1 : Tendsto (fun x : ℝ => x * Real.cos x) (𝓝 π) (𝓝 (-π)) := by
      simpa using h0
    exact h1.mono_left nhdsWithin_le_nhds
  have hm := hn.neg_mul_atTop (neg_lt_zero.mpr Real.pi_pos)
    (tendsto_inv_nhdsGT_zero.comp hs)
  refine (tendsto_atBot_add_const_right _ (-1) hm).congr (fun x => ?_)
  simp only [D, Function.comp_apply, div_eq_mul_inv, sub_eq_add_neg]

/-- The values of `D` on `(0, π)` are exactly the negative real numbers. -/
theorem D_image : D '' Ioo 0 π = Iio 0 := by
  ext d
  constructor
  · rintro ⟨x, hx, rfl⟩
    have hy : x / 2 ∈ Ioo 0 π := ⟨by linarith [hx.1], by linarith [hx.1, hx.2]⟩
    have h1 : D x < D (x / 2) := D_strictAntiOn hy hx (by linarith [hx.1])
    -- D (x/2) lies below all values nearer the origin, hence below their limit 0
    have h2 : D (x / 2) ≤ 0 := by
      refine ge_of_tendsto D_tendsto_zero ?_
      filter_upwards [Ioo_mem_nhdsGT hy.1] with t ht
      exact (D_strictAntiOn ⟨ht.1, ht.2.trans hy.2⟩ hy ht.2).le
    exact lt_of_lt_of_le h1 h2
  · intro hd
    obtain ⟨a, ha, ha'⟩ := ((D_tendsto_zero.eventually (lt_mem_nhds hd)).and
      (Ioo_mem_nhdsGT Real.pi_pos)).exists
    obtain ⟨b, hb, hb'⟩ := ((D_tendsto_atBot.eventually (eventually_lt_atBot d)).and
      (Ioo_mem_nhdsLT Real.pi_pos)).exists
    have hc : ContinuousOn D (Ioo 0 π) :=
      fun x hx => (hasDerivAt_D hx).continuousAt.continuousWithinAt
    exact isPreconnected_Ioo.intermediate_value hb' ha' hc ⟨hb.le, ha.le⟩

/-- The boundary logarithmic derivative is strictly decreasing in energy for
`0 < E < (π/S)²`. -/
theorem boundaryLogDeriv_strictAntiOn {S : ℝ} (hS : 0 < S) :
    StrictAntiOn (boundaryLogDeriv S) (Ioo 0 ((π / S) ^ 2)) := by
  intro E hE F hF hEF
  obtain ⟨hx, hDx⟩ := boundaryLogDeriv_eq hS hE
  obtain ⟨hy, hDy⟩ := boundaryLogDeriv_eq hS hF
  rw [hDx, hDy]
  exact D_strictAntiOn hx hy
    (mul_lt_mul_of_pos_right (Real.sqrt_lt_sqrt hE.1.le hEF) hS)

/-- Every negative boundary logarithmic derivative `d` is attained at exactly one energy
with `0 < E < (π/S)²`. -/
theorem existsUnique_energy {S d : ℝ} (hS : 0 < S) (hd : d < 0) :
    ∃! E, E ∈ Ioo 0 ((π / S) ^ 2) ∧ boundaryLogDeriv S E = d := by
  have hmem : d ∈ D '' Ioo 0 π := by
    rw [D_image]
    exact hd
  obtain ⟨x, hx, hxd⟩ := hmem
  have hpos : 0 < x / S := div_pos hx.1 hS
  -- the energy belonging to the phase x
  have hE : (x / S) ^ 2 ∈ Ioo 0 ((π / S) ^ 2) := by
    refine ⟨by positivity, ?_⟩
    have hlt : x / S < π / S := div_lt_div_of_pos_right hx.2 hS
    nlinarith
  have hval : boundaryLogDeriv S ((x / S) ^ 2) = d := by
    rw [(boundaryLogDeriv_eq hS hE).2, Real.sqrt_sq hpos.le,
      div_mul_cancel₀ x hS.ne', hxd]
  refine ⟨(x / S) ^ 2, ⟨hE, hval⟩, ?_⟩
  rintro F ⟨hF, hFd⟩
  exact (boundaryLogDeriv_strictAntiOn hS).injOn hF hE (hFd.trans hval.symm)

/-- For `0 < E < (π/S)²` the boundary logarithmic derivative equals `-1` exactly at `E = (π/(2S))²`.
-/
theorem boundaryLogDeriv_eq_neg_one_iff {S E : ℝ} (hS : 0 < S)
    (hE : E ∈ Ioo 0 ((π / S) ^ 2)) :
    boundaryLogDeriv S E = -1 ↔ E = (π / 2 / S) ^ 2 := by
  have hpi := Real.pi_pos
  have hpos : 0 < π / 2 / S := by positivity
  have hE0 : (π / 2 / S) ^ 2 ∈ Ioo 0 ((π / S) ^ 2) := by
    refine ⟨by positivity, ?_⟩
    have hlt : π / 2 / S < π / S := div_lt_div_of_pos_right (by linarith) hS
    nlinarith
  have hval : boundaryLogDeriv S ((π / 2 / S) ^ 2) = -1 := by
    rw [(boundaryLogDeriv_eq hS hE0).2, Real.sqrt_sq hpos.le,
      div_mul_cancel₀ (π / 2) hS.ne']
    simp [D]
  constructor
  · intro h
    exact (boundaryLogDeriv_strictAntiOn hS).injOn hE hE0 (h.trans hval.symm)
  · intro h
    rw [h, hval]

end

end EmptySphereSWave
```

```lean
#print axioms EmptySphereSWave.existsUnique_energy
#print axioms EmptySphereSWave.boundaryLogDeriv_eq_neg_one_iff
```

```
'EmptySphereSWave.existsUnique_energy' depends on axioms: [propext, Classical.choice, Quot.sound]
'EmptySphereSWave.boundaryLogDeriv_eq_neg_one_iff' depends on axioms: [propext, Classical.choice, Quot.sound]
```

## Energies, boundary slopes and the window \(0<E<(\pi/S)^2\)

The main theorem, `existsUnique_energy`, takes a radius \(S>0\) and a number \(d<0\). It states that there is exactly one real \(E\) that satisfies both \(0<E<(\pi/S)^2\) and

\[
\frac{S\,R'(S)}{R(S)}=d .
\]

The energy window is part of the condition, so uniqueness is claimed only inside it. At higher energies the wave has a node inside the sphere, and the same \(d\) occurs again.

Three definitions carry the physics. `reducedWave E r` is \(u(r)=\sin(\sqrt E\,r)\), `radialWave E r` is \(R(r)=u(r)/r\), and `boundaryLogDeriv S E` is \(S\,R'(S)/R(S)\), where \(R'\) is Lean's `deriv` of the radial wave. The cotangent formula is therefore not built into the boundary quantity. It enters through a separate function `D`,

\[
D(x)=\frac{x\cos x}{\sin x}-1 ,
\]

and `boundaryLogDeriv_eq` proves that the two agree at \(x=\sqrt E\,S\).

Energies are measured with \(\hbar^2/2m=1\), so that \(E=k^2\); with lengths in bohr these are rydbergs. The logarithmic derivative carries the factor \(S\) and is dimensionless. It belongs to \(R\), not to \(u\): the corresponding quantity for \(u\) is larger by one. The amplitude of the wave cancels in the quotient, so no normalisation is needed.

The model is a single non-relativistic s channel with zero potential. Other angular momenta, a potential inside the sphere, and energies outside the window are not treated.

## From the radial equation to \(x\cot x-1\)

For zero angular momentum and zero potential the radial equation is

\[
-R''-\frac{2}{r}R'=E\,R .
\]

Since \((rR)''=rR''+2R'\), multiplying by \(r\) and writing \(u=rR\) gives \(u''=-E\,u\). A wave that stays finite at the centre needs \(u(0)=0\). The file does not formalise this reduction; it defines \(u\) as a sine and verifies that it solves the reduced equation.

With \(k=\sqrt E\), the function \(u=\sin(kr)\) vanishes at the origin and has

\[
u'=k\cos(kr),\qquad u''=-k^2\sin(kr)=-E\,u .
\]

`reducedWave_radial_equation` records these three facts for \(E\ge 0\). Its proof applies the chain rule twice, and its last line uses \(\sqrt E\,\sqrt E=E\). At \(E=0\) the chosen \(u\) is identically zero, which solves the equation but is not a wave; the window excludes this energy.

Now let \(x=kS\). If \(0<E<(\pi/S)^2\), then \(0<k<\pi/S\), hence \(0<x<\pi\) and \(\sin x>0\). The boundary amplitude \(R(S)=\sin x/S\) is therefore nonzero. The quotient rule gives

\[
R'(S)=\frac{kS\cos x-\sin x}{S^2},
\]

and so

\[
\frac{S\,R'(S)}{R(S)}=\frac{x\cos x-\sin x}{\sin x}=D(x).
\]

`boundaryLogDeriv_eq` follows this order: first the range of \(x\), then the derivative of \(u/r\), then the division. The two `generalize` steps replace the sine and cosine by plain letters, with the sine known to be nonzero, and `field_simp` completes the algebra.

## The slope of \(D\) is negative

Differentiating \(D\) on \((0,\pi)\) gives

\[
D'(x)=\frac{(\cos x-x\sin x)\sin x-x\cos^2x}{\sin^2x}
=\frac{\sin x\cos x-x}{\sin^2x},
\]

where the last step uses \(\sin^2x+\cos^2x=1\). This is `hasDerivAt_D`.

The denominator is positive. In the numerator, \(\sin x>0\) and \(\cos x\le1\) give

\[
\sin x\cos x\le\sin x<x ,
\]

so \(D'(x)<0\) throughout the interval. `D_strictAntiOn` proves the same two inequalities as `h1` and `h2` and passes the sign of the derivative to `strictAntiOn_of_deriv_neg`, which turns a negative derivative on an interval into strict decrease.

## The two ends of the interval

Near zero, write

\[
D(x)=\frac{\cos x}{\sin x/x}-1 .
\]

Both \(\cos x\) and \(\sin x/x\) tend to 1, so \(D(x)\to0\). In `D_tendsto_zero` the limit of \(\sin x/x\) comes from the derivative of the sine at the origin, read as a limit of slopes.

Near \(\pi\), approached from below, \(x\cos x\to-\pi\), while \(\sin x\) tends to zero through positive values and \(1/\sin x\to+\infty\). Their product tends to \(-\infty\), and subtracting 1 does not change that. `D_tendsto_atBot` proves the limits of the two factors separately and combines them with `neg_mul_atTop`. Physically, the first node of the wave is arriving at the sphere boundary.

## Every negative value, and no other

`D_image` states that \(D\) maps \((0,\pi)\) exactly onto the negative real numbers, which requires two inclusions.

First, every value is negative. Given \(x\) in the interval, strict decrease gives \(D(x)<D(x/2)\). For \(0<t<x/2\) it also gives \(D(t)>D(x/2)\), and letting \(t\to0\) yields \(0\ge D(x/2)\). Hence \(D(x)<0\). The intermediate point \(x/2\) keeps the inequality strict, since a limit alone would give only \(D(x)\le0\).

Second, every \(d<0\) is reached. The limit at zero supplies a point \(a\) with \(D(a)>d\), and the limit at \(\pi\) supplies a point \(b\) with \(D(b)<d\). Since \(D\) is continuous on the interval, the intermediate value theorem gives an \(x\) with \(D(x)=d\). The Lean proof extracts `a` and `b` from the two limits and applies the same theorem.

## Returning from the phase to the energy

If \(E<F\) are two energies in the window, then \(\sqrt E\,S<\sqrt F\,S\), and strict decrease of \(D\) makes the boundary logarithmic derivative at \(F\) smaller than at \(E\). This is `boundaryLogDeriv_strictAntiOn`.

For a given \(d<0\), choose \(x\) in \((0,\pi)\) with \(D(x)=d\) and set

\[
E=\left(\frac{x}{S}\right)^2 .
\]

Then \(0<E<(\pi/S)^2\) and \(\sqrt E\,S=x\), so the boundary logarithmic derivative is \(d\). A second energy in the window with the same value would contradict strict decrease. In `existsUnique_energy` the existence half is `hval`, and the uniqueness half is the injectivity that follows from monotonicity.

The case \(kS=\pi/2\) is `boundaryLogDeriv_eq_neg_one_iff`. There \(\cos x=0\), so \(D(x)=-1\), and injectivity shows that within the window the value \(-1\) occurs only at

\[
E=\left(\frac{\pi}{2S}\right)^2 ,
\]

written `(π / 2 / S) ^ 2` in the file. The value \(-1\) is also the logarithmic derivative of \(1/r\), the decaying s-wave solution at zero kinetic energy, so at this energy the inner wave joins smoothly to such a tail.

## Choosing an energy by its boundary condition

In atomic-sphere and augmented-wave calculations, an energy parameter can be fixed by prescribing the logarithmic derivative at the sphere; for the s channel of a sphere with zero potential, the theorem guarantees that a negative prescription selects one energy in the window \(0<E<(\pi/S)^2\). The "empty spheres" of such calculations contain no nucleus but generally do have a potential, so the theorem describes only their zero-potential idealisation.

For zero potential, the energy can be found by bisection. Start with the bracket \((0,\pi)\) for \(x\) and evaluate \(D\) at the midpoint. If the result exceeds \(d\), the solution lies to the right; if it is below \(d\), it lies to the left. When the bracket is narrow enough, return \(E=(x/S)^2\). For \(d=-2\) this gives \(x\approx2.029\) and \(E S^2\approx4.116\). With a potential in the sphere, the logarithmic derivative can be computed by outward numerical integration of the radial equation at each trial energy, but the bracket used here is no longer guaranteed to contain the solution.

For a weakly negative prescription the energy can be estimated directly. The expansion \(x\cot x=1-x^2/3+\dots\) gives \(D\approx-ES^2/3\), and hence

\[
E\approx-\frac{3d}{S^2}\qquad(d\to0^-).
\]

This rate comes from the series, whereas the file establishes only the limit \(D\to0\). The estimate is also useful numerically: for small \(x\), computing \(x\cot x-1\) subtracts two nearly equal numbers, and the series avoids the resulting loss of digits.
